# The recursion between CI and cluster coefficients

Q: Take single and double excitation operators $T_1$, $T_2$. Sorting $e^{T_1+T_2}$ by excitation level gives the CI operators $C_0=1$, $C_1=T_1$, $C_2=T_2+\tfrac12T_1^2$, so $2C_2=T_1C_1+2T_2C_0$. For $T=\sum_{k\ge1}T_k$ and $C_n$ the level-$n$ part of $e^T$, the general claim is
$$nC_n=\sum_{k=1}^{n}k\,T_k\,C_{n-k}.$$
The formal version has no orbitals and no determinant. Where are my operators?

A: They are elements of `A`, a commutative algebra over $\mathbb{Q}$. Excitation operators from one fixed reference determinant commute, and here that is assumed through the type, not derived. The cluster operator is a formal series $T=\sum_kT_kx^k$ in `A⟦X⟧`, where $x$ records the level and `coeff k T` is $T_k$. I write $[f]_n$ for the $x^n$ coefficient of a series $f$. The hypothesis `constantCoeff T = 0` says $T_0=0$. Then $x$ divides $T$ and $x^m$ divides $T^m$, so $[T^m]_n=0$ for $n<m$.

```lean
import Mathlib

open PowerSeries

namespace ClusterCIRecursion

noncomputable section

variable {A : Type*} [CommRing A]

/-- If the cluster operator `T` has no level-zero part, then `T ^ m` has no component at an
excitation level `n` below `m`. -/
theorem coeff_pow_eq_zero {T : A⟦X⟧} (hT : constantCoeff T = 0) {n m : ℕ} (h : n < m) :
    coeff n (T ^ m) = 0 :=
  PowerSeries.X_pow_dvd_iff.mp (pow_dvd_pow_of_dvd (PowerSeries.X_dvd_iff.mpr hT) m) n h
```

Q: An exponential is an infinite sum.

A: Only finite sums are used. Put $E_N=\sum_{m=0}^{N}T^m/m!$ (`expTrunc`), $C_n=[E_n]_n$ (`ciCoeff`) and $W(T)=\sum_nC_nx^n$ (`waveOperator`). The value $C_0=1$ corresponds to intermediate normalisation, in which the reference determinant has coefficient 1. A CI vector with a nonzero reference coefficient is brought to this form by dividing by that coefficient.

```lean
variable [Algebra ℚ A]

/-- The exponential series of `T` truncated after order `N`: the sum of `T ^ m / m!` over
`m ≤ N`. -/
def expTrunc (T : A⟦X⟧) (N : ℕ) : A⟦X⟧ :=
  ∑ m ∈ Finset.range (N + 1), (1 / (m.factorial : ℚ)) • T ^ m

/-- The CI coefficient `C_n`: the level-`n` component of the sum of `T ^ m / m!` over `m ≤ n`. -/
def ciCoeff (T : A⟦X⟧) (n : ℕ) : A :=
  coeff n (expTrunc T n)

/-- The wave operator: the series whose level-`n` component is the CI coefficient `C_n`. -/
def waveOperator (T : A⟦X⟧) : A⟦X⟧ :=
  PowerSeries.mk (ciCoeff T)
```

Q: By hand I would differentiate $e^T$.

A: The proof uses $\theta=x\,d/dx$, `excRank`, defined by $[\theta f]_n=n[f]_n$. In $[fg]_n=\sum_{p+q=n}[f]_p[g]_q$ the factor $n$ splits as $p+q$, which is step `hn` and gives $\theta(fg)=\theta f\cdot g+f\cdot\theta g$.

```lean
/-- The operator `x d/dx` counting the excitation level: it multiplies the level-`n` component
by `n`. -/
def excRank : A⟦X⟧ →ₗ[ℚ] A⟦X⟧ where
  toFun f := PowerSeries.mk fun n => (n : A) * coeff n f
  map_add' f g := by
    ext n
    simp [mul_add]
  map_smul' c f := by
    ext n
    simp

/-- The level-`n` component of the level-counted series is `n` times the original one. -/
theorem coeff_excRank (f : A⟦X⟧) (n : ℕ) : coeff n (excRank f) = (n : A) * coeff n f := by
  simp [excRank]

/-- The level-counting operator obeys the Leibniz rule on products. -/
theorem excRank_mul (f g : A⟦X⟧) : excRank (f * g) = excRank f * g + f * excRank g := by
  ext n
  rw [map_add]
  simp only [coeff_excRank, PowerSeries.coeff_mul]
  rw [Finset.mul_sum, ← Finset.sum_add_distrib]
  refine Finset.sum_congr rfl fun p hp => ?_
  -- excitation levels add in a product
  have h : p.1 + p.2 = n := by simpa using hp
  have hn : (n : A) = (p.1 : A) + (p.2 : A) := by rw [← h, Nat.cast_add]
  rw [hn]
  ring
```

Q: Cutting at $m\le n$ looks arbitrary. Does $C_n$ depend on the cut?

A: No. For $N\ge n$, going from $E_N$ to $E_{N+1}$ adds $T^{N+1}/(N+1)!$, which has nothing at level $n$ because $T_0=0$. Induction on $N$ gives $[E_N]_n=C_n$.

```lean
/-- For `T` without level-zero part, the level-`n` component of the exponential truncated at any
order `N ≥ n` is `C_n`. -/
theorem coeff_expTrunc {T : A⟦X⟧} (hT : constantCoeff T = 0) {n N : ℕ} (h : n ≤ N) :
    coeff n (expTrunc T N) = ciCoeff T n := by
  induction N, h using Nat.le_induction with
  | base => rfl
  | succ N hN ih =>
    have hs : expTrunc T (N + 1)
        = expTrunc T N + (1 / ((N + 1).factorial : ℚ)) • T ^ (N + 1) :=
      Finset.sum_range_succ _ _
    have hz : coeff n (T ^ (N + 1)) = 0 := coeff_pow_eq_zero hT (by omega)
    rw [hs, map_add, ih, PowerSeries.coeff_smul, hz, smul_zero, add_zero]
```

Q: A truncated exponential does not reproduce itself under differentiation.

A: It drops one order. From $\theta(1\cdot1)=2\,\theta1$ follows $\theta1=0$ (`h1`). The rule $\theta T^{m+1}=(m+1)\,\theta T\cdot T^m$ (`hpow`) is trivial at $m=0$, and inductively $\theta T^{m+2}=\theta T^{m+1}\cdot T+T^{m+1}\theta T=(m+2)\,\theta T\cdot T^{m+1}$. With $(m+1)/(m+1)!=1/m!$ (`hq`),
$$\theta E_{N+1}=\sum_{m=0}^{N}\frac{m+1}{(m+1)!}\,\theta T\cdot T^m=\theta T\cdot E_N.$$

```lean
/-- Level counting of the exponential truncated at order `N + 1` gives the level-counted `T`
times the exponential truncated at order `N`. -/
theorem excRank_expTrunc (T : A⟦X⟧) (N : ℕ) :
    excRank (expTrunc T (N + 1)) = excRank T * expTrunc T N := by
  have h1 : excRank (1 : A⟦X⟧) = 0 := by
    have h := excRank_mul (1 : A⟦X⟧) 1
    simp only [mul_one, one_mul] at h
    linear_combination -h
  -- power rule from the Leibniz rule
  have hpow : ∀ m : ℕ, excRank (T ^ (m + 1)) = (m + 1) • (excRank T * T ^ m) := by
    intro m
    induction m with
    | zero => simp
    | succ m ih =>
      rw [pow_succ T (m + 1), excRank_mul, ih]
      simp only [nsmul_eq_mul]
      push_cast
      ring
  unfold expTrunc
  rw [Finset.sum_range_succ' _ (N + 1), map_add, map_sum, Finset.mul_sum, map_smul, pow_zero,
    h1, smul_zero, add_zero]
  refine Finset.sum_congr rfl fun m _ => ?_
  -- (m + 1) / (m + 1)! = 1 / m!
  have hq : (1 / ((m + 1).factorial : ℚ)) * ((m + 1 : ℕ) : ℚ) = 1 / (m.factorial : ℚ) := by
    have hf : (m.factorial : ℚ) ≠ 0 := Nat.cast_ne_zero.mpr (Nat.factorial_ne_zero m)
    have hm : (m : ℚ) + 1 ≠ 0 := by positivity
    rw [Nat.factorial_succ]
    push_cast
    field_simp
  rw [map_smul, hpow, mul_smul_comm, ← Nat.cast_smul_eq_nsmul ℚ, smul_smul, hq]
```

A: For any series $W$, $[\theta T\cdot W]_n=\sum_{k=0}^{n}kT_k[W]_{n-k}$, and the term $k=0$ vanishes, which leaves the range `Finset.Icc 1 n`.

```lean
/-- The level-`n` component of the level-counted `T` times `W` is the sum of `k T_k W_(n-k)`
over `k` from `1` to `n`. -/
theorem coeff_excRank_mul (T W : A⟦X⟧) (n : ℕ) :
    coeff n (excRank T * W)
      = ∑ k ∈ Finset.Icc 1 n, (k : A) * coeff k T * coeff (n - k) W := by
  have h : coeff n (excRank T * W)
      = ∑ k ∈ Finset.range (n + 1), coeff k (excRank T) * coeff (n - k) W := by
    rw [PowerSeries.coeff_mul]
    exact Finset.Nat.sum_antidiagonal_eq_sum_range_succ
      (fun i j => coeff i (excRank T) * coeff j W) n
  rw [h]
  simp only [coeff_excRank]
  symm
  apply Finset.sum_subset
  · intro k hk
    rw [Finset.mem_Icc] at hk
    rw [Finset.mem_range]
    omega
  · -- the term k = 0 carries the factor 0
    intro k hk hk'
    rw [Finset.mem_range] at hk
    rw [Finset.mem_Icc] at hk'
    have hk0 : k = 0 := by omega
    subst hk0
    simp
```

A: Now work at level $n$, using the independence of the cut at both ends:
$$nC_n=[\theta E_{n+1}]_n=[\theta T\cdot E_n]_n=\sum_{k=1}^{n}kT_k[E_n]_{n-k}=\sum_{k=1}^{n}kT_kC_{n-k}.$$
The `calc` block is this chain, stated as $\theta W(T)=\theta T\cdot W(T)$.

```lean
/-- For `T` without level-zero part, level counting of the wave operator gives the level-counted
`T` times the wave operator. -/
theorem excRank_waveOperator {T : A⟦X⟧} (hT : constantCoeff T = 0) :
    excRank (waveOperator T) = excRank T * waveOperator T := by
  ext n
  calc coeff n (excRank (waveOperator T))
      = coeff n (excRank (expTrunc T (n + 1))) := by
        rw [coeff_excRank, coeff_excRank, coeff_expTrunc hT (Nat.le_add_right n 1),
          waveOperator, PowerSeries.coeff_mk]
    _ = coeff n (excRank T * waveOperator T) := by
        rw [excRank_expTrunc, coeff_excRank_mul, coeff_excRank_mul]
        refine Finset.sum_congr rfl fun k _ => ?_
        rw [coeff_expTrunc hT (Nat.sub_le n k), waveOperator, PowerSeries.coeff_mk]
```

A: In words, `ci_recursion` says that for every commutative $\mathbb{Q}$-algebra and every $T$ with $T_0=0$, $C_0=1$ and the recursion holds for all $n$. At $n=0$ the sum is empty and both sides are zero.

```lean
/-- Recursion between CI and cluster coefficients: for `T` without level-zero part, `C_0 = 1` and
`n C_n` is the sum of `k T_k C_(n-k)` over `k` from `1` to `n`. -/
theorem ci_recursion {T : A⟦X⟧} (hT : constantCoeff T = 0) :
    ciCoeff T 0 = 1 ∧ ∀ n : ℕ, (n : A) * ciCoeff T n
      = ∑ k ∈ Finset.Icc 1 n, (k : A) * coeff k T * ciCoeff T (n - k) := by
  refine ⟨by simp [ciCoeff, expTrunc], fun n => ?_⟩
  have h : coeff n (excRank (waveOperator T)) = coeff n (excRank T * waveOperator T) := by
    rw [excRank_waveOperator hT]
  rw [coeff_excRank, coeff_excRank_mul] at h
  simpa only [waveOperator, PowerSeries.coeff_mk] using h
```

Q: The recursion gives $nC_n$. Does it fix $C_n$ in a ring with nilpotent elements?

A: Yes, because a positive integer has an inverse in $A$ (`hu`). If a sequence $c_n$ has $c_0=1$ and obeys the recursion, and $c_j=C_j$ for $j<n$, the two right-hand sides agree since $n-k<n$. Cancelling $n$ gives $c_n=C_n$.

```lean
/-- For `T` without level-zero part, any sequence starting at `1` that obeys the recursion is the
sequence of CI coefficients of `T`. -/
theorem ci_unique {T : A⟦X⟧} (hT : constantCoeff T = 0) (c : ℕ → A) (h0 : c 0 = 1)
    (hc : ∀ n : ℕ, (n : A) * c n = ∑ k ∈ Finset.Icc 1 n, (k : A) * coeff k T * c (n - k)) :
    ∀ n, c n = ciCoeff T n := by
  intro n
  induction n using Nat.strong_induction_on with
  | _ n ih =>
    by_cases hn : n = 0
    · rw [hn, h0, (ci_recursion hT).1]
    · -- a positive integer is invertible in a rational algebra
      have hq : (n : ℚ) ≠ 0 := Nat.cast_ne_zero.mpr hn
      have hu : IsUnit (n : A) := by
        simpa only [map_natCast] using (IsUnit.mk0 (n : ℚ) hq).map (algebraMap ℚ A)
      apply hu.mul_left_cancel
      rw [hc n, (ci_recursion hT).2 n]
      refine Finset.sum_congr rfl fun k hk => ?_
      have hk1 := (Finset.mem_Icc.mp hk).1
      rw [ih (n - k) (by omega)]
```

Q: Then the familiar formulas should come out.

A: Levels one and two are yours. Twice $3C_3=T_1C_2+2T_2C_1+3T_3$ gives $6C_3=6T_3+6T_1T_2+T_1^3$ (`e3`). Six times $4C_4=T_1C_3+2T_2C_2+3T_3C_1+4T_4$ gives `e4`, and dividing by 24,
$$C_4=T_4+T_1T_3+\tfrac12T_2^2+\tfrac12T_1^2T_2+\tfrac1{24}T_1^4.$$
Each `linear_combination` in `e2` to `e4` is such a substitution; the last ones multiply by the inverses of 2, 6 and 24.

```lean
/-- The CI coefficients of levels one to four in terms of the cluster coefficients, for `T`
without level-zero part. -/
theorem ci_low_order {T : A⟦X⟧} (hT : constantCoeff T = 0) :
    ciCoeff T 1 = coeff 1 T ∧
    ciCoeff T 2 = coeff 2 T + (1 / 2 : ℚ) • coeff 1 T ^ 2 ∧
    ciCoeff T 3 = coeff 3 T + coeff 1 T * coeff 2 T + (1 / 6 : ℚ) • coeff 1 T ^ 3 ∧
    ciCoeff T 4 = coeff 4 T + coeff 1 T * coeff 3 T + (1 / 2 : ℚ) • coeff 2 T ^ 2
      + (1 / 2 : ℚ) • (coeff 1 T ^ 2 * coeff 2 T) + (1 / 24 : ℚ) • coeff 1 T ^ 4 := by
  have hI : ∀ (n : ℕ) (f : ℕ → A),
      ∑ k ∈ Finset.Icc 1 n, f k = ∑ k ∈ Finset.range n, f (k + 1) := by
    intro n f
    induction n with
    | zero => simp
    | succ n ih =>
      rw [Finset.sum_Icc_succ_top (Nat.le_add_left 1 n), ih, Finset.sum_range_succ]
  have key : ∀ n : ℕ, n ≠ 0 → (n : A) * algebraMap ℚ A (1 / (n : ℚ)) = 1 := by
    intro n hn
    have hq : (n : ℚ) ≠ 0 := Nat.cast_ne_zero.mpr hn
    rw [← map_natCast (algebraMap ℚ A) n, ← map_mul, mul_one_div_cancel hq, map_one]
  have ha : 2 * algebraMap ℚ A (1 / 2) = 1 := by
    simpa only [Nat.cast_ofNat] using key 2 (by norm_num)
  have hb : 6 * algebraMap ℚ A (1 / 6) = 1 := by
    simpa only [Nat.cast_ofNat] using key 6 (by norm_num)
  have hd : 24 * algebraMap ℚ A (1 / 24) = 1 := by
    simpa only [Nat.cast_ofNat] using key 24 (by norm_num)
  obtain ⟨h0, hr⟩ := ci_recursion hT
  -- the recursion at levels one to four
  have h1 := hr 1
  have h2 := hr 2
  have h3 := hr 3
  have h4 := hr 4
  rw [hI] at h1 h2 h3 h4
  norm_num [Finset.sum_range_succ, h0] at h1 h2 h3 h4
  simp only [Algebra.smul_def]
  set a := algebraMap ℚ A (1 / 2)
  set b := algebraMap ℚ A (1 / 6)
  set d := algebraMap ℚ A (1 / 24)
  set t1 := coeff 1 T
  set t2 := coeff 2 T
  set t3 := coeff 3 T
  set t4 := coeff 4 T
  -- the same relations with the denominators cleared
  have e2 : 2 * ciCoeff T 2 = 2 * t2 + t1 ^ 2 := by
    linear_combination h2 + t1 * h1
  have e3 : 6 * ciCoeff T 3 = 6 * t3 + 6 * t1 * t2 + t1 ^ 3 := by
    linear_combination 2 * h3 + t1 * e2 + 4 * t2 * h1
  have e4 : 24 * ciCoeff T 4
      = 24 * t4 + 24 * t1 * t3 + 12 * t2 ^ 2 + 12 * t1 ^ 2 * t2 + t1 ^ 4 := by
    linear_combination 6 * h4 + t1 * e3 + 6 * t2 * e2 + 18 * t3 * h1
  refine ⟨?_, ?_, ?_, ?_⟩
  · linear_combination h1
  · linear_combination a * e2 - (ciCoeff T 2 - t2) * ha
  · linear_combination b * e3 - (ciCoeff T 3 - t3 - t1 * t2) * hb
  · linear_combination d * e4 - (ciCoeff T 4 - t4 - t1 * t3) * hd
      + ((t2 ^ 2 + t1 ^ 2 * t2) * a) * hd - (12 * d * (t2 ^ 2 + t1 ^ 2 * t2)) * ha
```

Q: What about separated fragments?

A: Take a second series $U$ over the same $A$ with $U_0=0$, and let $P=W(T)W(U)$. Leibniz gives $\theta P=(\theta T+\theta U)P=\theta(T+U)\cdot P$ (`hser`), and $[P]_0=1$. By `ci_unique`, $P=W(T+U)$. For non-interacting fragments whose cluster operators add and commute, this is the product form of the wave operator; there is no Hamiltonian in the model, so it says nothing about energies.

```lean
/-- For cluster operators without level-zero part, the wave operator of a sum is the product of
the wave operators. -/
theorem waveOperator_add {T U : A⟦X⟧} (hT : constantCoeff T = 0) (hU : constantCoeff U = 0) :
    waveOperator (T + U) = waveOperator T * waveOperator U := by
  have hTU : constantCoeff (T + U) = 0 := by rw [map_add, hT, hU, add_zero]
  have w0 : ∀ V : A⟦X⟧, constantCoeff V = 0 → constantCoeff (waveOperator V) = 1 := by
    intro V hV
    rw [← PowerSeries.coeff_zero_eq_constantCoeff_apply, waveOperator, PowerSeries.coeff_mk]
    exact (ci_recursion hV).1
  have h0 : coeff 0 (waveOperator T * waveOperator U) = 1 := by
    rw [PowerSeries.coeff_zero_eq_constantCoeff_apply, map_mul, w0 T hT, w0 U hU, mul_one]
  -- the product obeys the recursion belonging to T + U
  have hser : excRank (waveOperator T * waveOperator U)
      = excRank (T + U) * (waveOperator T * waveOperator U) := by
    rw [excRank_mul, excRank_waveOperator hT, excRank_waveOperator hU, map_add]
    ring
  have hc : ∀ n : ℕ, (n : A) * coeff n (waveOperator T * waveOperator U)
      = ∑ k ∈ Finset.Icc 1 n, (k : A) * coeff k (T + U)
          * coeff (n - k) (waveOperator T * waveOperator U) := by
    intro n
    rw [← coeff_excRank_mul (T + U) (waveOperator T * waveOperator U) n, ← hser, coeff_excRank]
  have h := ci_unique hTU (fun n => coeff n (waveOperator T * waveOperator U)) h0 hc
  ext n
  exact (PowerSeries.coeff_mk n (ciCoeff (T + U))).trans (h n).symm
```

Q: Cluster analysis runs the other way, from CI to $T$.

A: Given $c_n$ with $c_0=1$, set $W=\sum_nc_nx^n$, which has an inverse series $V$. Define $T_0=0$ and $T_n=\tfrac1n[\theta W\cdot V]_n$ for $n\ge1$; the code covers both cases with one formula, since $1/0=0$ in Lean. As $[\theta W\cdot V]_0=0$, this gives $\theta T=\theta W\cdot V$, hence $\theta T\cdot W=\theta W$, the recursion for $c_n$, so $c_n=C_n$. If $S$ with $S_0=0$ has the same CI coefficients, then $\theta W=\theta S\cdot W$. Multiplying by $V$ gives $\theta S=\theta T$, and cancelling $n\ge1$ gives $S_n=T_n$.

```lean
/-- Cluster analysis: every sequence of coefficients with `c_0 = 1` is the sequence of CI
coefficients of exactly one cluster operator without level-zero part. -/
theorem existsUnique_cluster (c : ℕ → A) (h0 : c 0 = 1) :
    ∃! T : A⟦X⟧, constantCoeff T = 0 ∧ ∀ n, ciCoeff T n = c n := by
  obtain ⟨W, hW⟩ : ∃ W : A⟦X⟧, ∀ n, coeff n W = c n :=
    ⟨PowerSeries.mk c, fun n => PowerSeries.coeff_mk n c⟩
  -- a series starting at 1 is invertible
  obtain ⟨V, hV⟩ : ∃ V : A⟦X⟧, W * V = 1 :=
    ⟨PowerSeries.invOfUnit W 1, PowerSeries.mul_invOfUnit W 1 (by
      rw [← PowerSeries.coeff_zero_eq_constantCoeff_apply, hW, h0, Units.val_one])⟩
  -- T is the logarithm of W, fixed by its logarithmic derivative
  obtain ⟨T, hT0, hT⟩ : ∃ T : A⟦X⟧, constantCoeff T = 0 ∧ excRank T = excRank W * V := by
    refine ⟨PowerSeries.mk fun n => (1 / (n : ℚ)) • coeff n (excRank W * V), ?_, ?_⟩
    · rw [← PowerSeries.coeff_zero_eq_constantCoeff_apply, PowerSeries.coeff_mk]
      simp
    · ext n
      rw [coeff_excRank, PowerSeries.coeff_mk]
      by_cases hn : n = 0
      · subst hn
        rw [coeff_excRank_mul]
        simp
      · have hq : (n : ℚ) ≠ 0 := Nat.cast_ne_zero.mpr hn
        generalize coeff n (excRank W * V) = y
        rw [← nsmul_eq_mul, ← Nat.cast_smul_eq_nsmul ℚ, smul_smul, mul_one_div_cancel hq,
          one_smul]
  refine ⟨T, ⟨hT0, fun n => ?_⟩, fun S hS => ?_⟩
  · refine (ci_unique hT0 c h0 (fun m => ?_) n).symm
    have hser : excRank T * W = excRank W := by
      rw [hT]
      linear_combination excRank W * hV
    have h := coeff_excRank_mul T W m
    rw [hser, coeff_excRank] at h
    simpa only [hW] using h
  · obtain ⟨hS0, hS⟩ := hS
    have hWS : waveOperator S = W := by
      ext n
      rw [waveOperator, PowerSeries.coeff_mk, hS, hW]
    have h1 := excRank_waveOperator hS0
    rw [hWS] at h1
    have h2 : excRank S = excRank T := by
      rw [hT]
      linear_combination (-V) * h1 - excRank S * hV
    ext n
    by_cases hn : n = 0
    · subst hn
      rw [PowerSeries.coeff_zero_eq_constantCoeff_apply,
        PowerSeries.coeff_zero_eq_constantCoeff_apply, hS0, hT0]
    · have hq : (n : ℚ) ≠ 0 := Nat.cast_ne_zero.mpr hn
      have hu : IsUnit (n : A) := by
        simpa only [map_natCast] using (IsUnit.mk0 (n : ℚ) hq).map (algebraMap ℚ A)
      apply hu.mul_left_cancel
      rw [← coeff_excRank, ← coeff_excRank, h2]

end

end ClusterCIRecursion
```

```lean
#print axioms ClusterCIRecursion.ci_recursion
#print axioms ClusterCIRecursion.ci_low_order
#print axioms ClusterCIRecursion.waveOperator_add
#print axioms ClusterCIRecursion.existsUnique_cluster
```

```
'ClusterCIRecursion.ci_recursion' depends on axioms: [propext, Classical.choice, Quot.sound]
'ClusterCIRecursion.ci_low_order' depends on axioms: [propext, Classical.choice, Quot.sound]
'ClusterCIRecursion.waveOperator_add' depends on axioms: [propext, Classical.choice, Quot.sound]
'ClusterCIRecursion.existsUnique_cluster' depends on axioms: [propext, Classical.choice, Quot.sound]
```

Q: I still miss the determinants. What is left out?

A: The identities relate whole operators $T_k$ and $C_n$, not individual amplitudes with their permutation signs. The level is the exponent of $x$ only: no hypothesis makes $T_k$ a $k$-fold excitation inside $A$, and `existsUnique_cluster` returns elements of $A$ without stating such a property. If each $c_n$ is an $n$-fold excitation, so is each $T_n$, because it is a rational combination of products of the $c_k$ whose levels add to $n$. Ansätze with non-commuting generators, such as unitary coupled cluster, are not covered. Within single-reference theory with commuting excitations, the recursion converts between CI and cluster operators level by level.

Q: How would a concrete model differ?

A: One could take operators on a finite fermionic Fock space, generated by $a_a^\dagger a_i$, where $a_i$ annihilates an electron in an occupied spin orbital $i$ and $a_a^\dagger$ creates one in a virtual spin orbital $a$. Commutativity would then follow from the anticommutation relations, the level would be a property of the operator, and the series would end at the smaller of the numbers of occupied and virtual spin orbitals, so no later than the electron number. That construction has not been formalised here. It would bring in orbital indices and signs that the recursion never uses.
